# The join of two idempotents with constant overlap, and the three-strand Jones–Wenzl projector

Let e and f be idempotents in an algebra over a field, with efe = t e and fef = t f for a scalar t ≠ 1. Then

J = (e + f − ef − fe)/(1 − t)

is idempotent and satisfies eJ = Je = e and fJ = Jf = f.

For orthogonal projectors onto two normalised, linearly independent orbitals φ and ψ, t is |⟨φ|ψ⟩|², and J projects onto the span of these two orbitals.

## Absorbing e and f into J

Write C = e + f − ef − fe. Then

eC = e + ef − ef − efe = (1 − t)e
Ce = e + fe − efe − fe = (1 − t)e.

Dividing by 1 − t gives eJ = Je = e. Since C is unchanged when e and f are exchanged, fJ = Jf = f too. Therefore

CJ = eJ + fJ − e(fJ) − f(eJ) = e + f − ef − fe = C,

and division by 1 − t gives J² = J.

If Jx = x, expanding J gives x = ea + fb with

a = (x − fx)/(1 − t), b = (x − ex)/(1 − t).

Conversely, J(ea + fb) = ea + fb, because Je = e and Jf = f.

At t = 1 the same products give eC = fC = 0, so any Q = ae + bf satisfies QC = 0. If also Qe = e and Qf = f, then QC = C. Such a Q therefore requires C = 0.

## From idempotents to Temperley–Lieb generators

Let U² = δU, V² = δV, UVU = U and VUV = V, where the scalar δ is the value of a closed loop in the diagrammatic picture. For δ ≠ 0, put e = U/δ and f = V/δ. Then e² = δU/δ² = e and efe = U/δ³ = δ⁻²e, and likewise for f, so t = δ⁻².

For δ² ≠ 1, set d = δ² − 1 and

P = 1 − (δ/d)(U + V) + (1/d)(UV + VU).

Collecting coefficients,

UP = (1 − δ²/d + 1/d)U + (−δ/d + δ/d)UV = 0.

The reversed product gives PU = 0, and exchanging U and V gives VP = PV = 0. If Ux = Vx = 0, only the identity term acts, so Px = x; taking x = P gives P² = P. Conversely, Px = x implies Ux = UPx = 0 and Vx = VPx = 0.

For three spins ½, taking U and V as twice the singlet projectors on neighbouring pairs gives δ = 2, and P projects onto total spin 3/2.

## The pair and its join in Lean

The algebra `A` may be non-commutative and infinite-dimensional. It carries no inner product or adjoint, so the idempotents may be oblique projectors.

```lean
import Mathlib

namespace JonesWenzlPair

noncomputable section

variable {K A : Type*} [Field K] [Ring A] [Algebra K A]
```

The four fields are the assumptions on e and f; `t • e` is scalar multiplication. The overlap relations are assumed, not derived from a geometry.

```lean
/-- Two idempotents `e`, `f` with constant overlap `t`: `efe = t e` and `fef = t f`. -/
structure IdempotentPair (t : K) (e f : A) : Prop where
  ee : e * e = e
  ff : f * f = f
  efe : e * f * e = t • e
  fef : f * e * f = t • f

/-- The join `J = (e + f - ef - fe) / (1 - t)` of two idempotents with overlap `t`. -/
def join (t : K) (e f : A) : A := (1 - t)⁻¹ • (e + f - e * f - f * e)
```

Exchanging e and f preserves the relations.

```lean
/-- The relations of a pair with constant overlap are symmetric in the two idempotents. -/
theorem IdempotentPair.symm {t : K} {e f : A} (h : IdempotentPair t e f) :
    IdempotentPair t f e :=
  ⟨h.ff, h.ee, h.fef, h.efe⟩
```

The next lemma computes eC and Ce: `noncomm_ring` expands the products, and `module` collects the scalars.

```lean
/-- Multiplying `e + f - ef - fe` by `e` from either side gives `(1 - t) e`. -/
theorem IdempotentPair.mul_core {t : K} {e f : A} (h : IdempotentPair t e f) :
    e * (e + f - e * f - f * e) = (1 - t) • e ∧
      (e + f - e * f - f * e) * e = (1 - t) • e := by
  constructor
  · calc e * (e + f - e * f - f * e)
        = e * e + e * f - (e * e) * f - e * f * e := by noncomm_ring
      _ = (1 - t) • e := by rw [h.ee, h.efe]; module
  · calc (e + f - e * f - f * e) * e
        = e * e + f * e - e * f * e - f * (e * e) := by noncomm_ring
      _ = (1 - t) • e := by rw [h.ee, h.efe]; module
```

In the main theorem, `unit` divides these identities by 1 − t, `swap` supplies the symmetry of J, and `hc` is CJ = C.

```lean
/-- For overlap `t ≠ 1` the join `J` is idempotent and acts as a two-sided unit on both
`e` and `f`. -/
theorem join_idempotent {t : K} {e f : A} (h : IdempotentPair t e f) (ht : t ≠ 1) :
    join t e f * join t e f = join t e f ∧
      (e * join t e f = e ∧ join t e f * e = e) ∧
      (f * join t e f = f ∧ join t e f * f = f) := by
  have unit : ∀ x y : A, IdempotentPair t x y →
      x * join t x y = x ∧ join t x y * x = x := by
    intro x y hxy
    have h0 : (1 - t)⁻¹ * (1 - t) = 1 := inv_mul_cancel₀ (sub_ne_zero.mpr ht.symm)
    constructor
    · rw [join, mul_smul_comm, hxy.mul_core.1, smul_smul, h0, one_smul]
    · rw [join, smul_mul_assoc, hxy.mul_core.2, smul_smul, h0, one_smul]
  have swap : join t f e = join t e f := by
    unfold join
    congr 1
    abel
  have he := unit e f h
  have hf := unit f e h.symm
  rw [swap] at hf
  refine ⟨?_, he, hf⟩
  -- expand only the left factor and let `e` and `f` absorb the right one
  have hc : (e + f - e * f - f * e) * join t e f = e + f - e * f - f * e := by
    calc (e + f - e * f - f * e) * join t e f
        = e * join t e f + f * join t e f - e * (f * join t e f)
          - f * (e * join t e f) := by noncomm_ring
      _ = e + f - e * f - f * e := by rw [he.1, hf.1]
  calc join t e f * join t e f
      = (1 - t)⁻¹ • ((e + f - e * f - f * e) * join t e f) := by
        rw [← smul_mul_assoc]; rfl
    _ = join t e f := by rw [hc]; rfl
```

The range statement concerns left multiplication on elements of `A`. Its proof supplies the a and b found above.

```lean
/-- For overlap `t ≠ 1`, left multiplication by the join fixes exactly the elements of the form `ea
+ fb`. -/
theorem join_mul_eq_iff {t : K} {e f : A} (h : IdempotentPair t e f) (ht : t ≠ 1) (x : A) :
    join t e f * x = x ↔ ∃ a b : A, x = e * a + f * b := by
  constructor
  · intro hx
    refine ⟨(1 - t)⁻¹ • (x - f * x), (1 - t)⁻¹ • (x - e * x), ?_⟩
    refine hx.symm.trans ?_
    simp only [join, smul_mul_assoc, mul_smul_comm, ← smul_add]
    congr 1
    noncomm_ring
  · rintro ⟨a, b, rfl⟩
    obtain ⟨-, he, hf⟩ := join_idempotent h ht
    rw [mul_add, ← mul_assoc, ← mul_assoc, he.2, hf.2]
```

The obstruction at t = 1 compares the two values of QC.

```lean
/-- At overlap `t = 1`, a combination `ae + bf` that is a left unit for `e` and `f` exists
only if `e + f = ef + fe`. -/
theorem unit_obstruction {e f a b : A} (h : IdempotentPair (1 : K) e f)
    (he : (a * e + b * f) * e = e) (hf : (a * e + b * f) * f = f) :
    e + f = e * f + f * e := by
  have h1 : e * (e + f - e * f - f * e) = 0 := by
    rw [h.mul_core.1, sub_self, zero_smul]
  have h2 : f * (e + f - e * f - f * e) = 0 := by
    have h3 : e + f - e * f - f * e = f + e - f * e - e * f := by abel
    rw [h3, h.symm.mul_core.1, sub_self, zero_smul]
  -- the candidate unit both fixes and annihilates `e + f - ef - fe`
  have h4 : e + f - e * f - f * e = 0 := by
    calc e + f - e * f - f * e
        = (a * e + b * f) * e + (a * e + b * f) * f - ((a * e + b * f) * e) * f
          - ((a * e + b * f) * f) * e := by rw [he, hf]
      _ = a * (e * (e + f - e * f - f * e)) + b * (f * (e + f - e * f - f * e)) := by
          noncomm_ring
      _ = 0 := by rw [h1, h2, mul_zero, mul_zero, add_zero]
  rw [sub_sub] at h4
  exact sub_eq_zero.mp h4
```

The hypothesis t ≠ 1 matters. Take 3×3 matrices with e having a single 1 in position (1,1), and f having rows (1,0,1), (1,0,1), (0,0,0). Both are idempotent, with efe = e and fef = f, but C has a 1 in position (2,3). Hence no ae + bf is a left unit for both.

The following example uses the unit vectors (1,0,0) and (3/5,4/5,0), whose squared overlap is 9/25. The matrix identities are checked entry by entry.

```lean
/-- Two projectors onto lines in three-dimensional space with overlap `9/25`; their join is
the projector onto the plane of the first two coordinates. -/
theorem idempotentPair_witness :
    IdempotentPair (9 / 25 : ℚ) (!![1, 0, 0; 0, 0, 0; 0, 0, 0] : Matrix (Fin 3) (Fin 3) ℚ)
      !![9 / 25, 12 / 25, 0; 12 / 25, 16 / 25, 0; 0, 0, 0] ∧
    join (9 / 25 : ℚ) (!![1, 0, 0; 0, 0, 0; 0, 0, 0] : Matrix (Fin 3) (Fin 3) ℚ)
      !![9 / 25, 12 / 25, 0; 12 / 25, 16 / 25, 0; 0, 0, 0] =
      !![1, 0, 0; 0, 1, 0; 0, 0, 0] := by
  refine ⟨⟨?_, ?_, ?_, ?_⟩, ?_⟩ <;> ext i j <;> fin_cases i <;> fin_cases j <;>
    norm_num [join, Matrix.mul_apply, Fin.sum_univ_succ]
```

## The three-strand projector in Lean

These definitions cover two generators, hence three strands; the recursion for more strands is not treated. `jonesWenzl` is P, and it remains defined at δ = 0.

```lean
/-- The Temperley-Lieb relations for two neighbouring generators with loop value `δ`. -/
structure TemperleyLieb (δ : K) (U V : A) : Prop where
  uu : U * U = δ • U
  vv : V * V = δ • V
  uvu : U * V * U = U
  vuv : V * U * V = V

/-- The three-strand Jones-Wenzl element written in the Temperley-Lieb generators. -/
def jonesWenzl (δ : K) (U V : A) : A :=
  1 - (δ / (δ ^ 2 - 1)) • (U + V) + (1 / (δ ^ 2 - 1)) • (U * V + V * U)
```

Rescaling connects the generators to the earlier pair.

```lean
/-- For `δ ≠ 0` the rescaled generators `U/δ` and `V/δ` are idempotents with constant
overlap `1/δ²`. -/
theorem TemperleyLieb.idempotentPair {δ : K} {U V : A} (h : TemperleyLieb δ U V)
    (hδ : δ ≠ 0) : IdempotentPair (δ ^ 2)⁻¹ (δ⁻¹ • U) (δ⁻¹ • V) := by
  have h1 : δ⁻¹ * δ⁻¹ * δ = δ⁻¹ := by rw [mul_assoc, inv_mul_cancel₀ hδ, mul_one]
  have h2 : δ⁻¹ * δ⁻¹ * δ⁻¹ = (δ ^ 2)⁻¹ * δ⁻¹ := by ring
  constructor
  · rw [smul_mul_smul_comm, h.uu, smul_smul, h1]
  · rw [smul_mul_smul_comm, h.vv, smul_smul, h1]
  · rw [smul_mul_smul_comm, smul_mul_smul_comm, h.uvu, smul_smul, h2]
  · rw [smul_mul_smul_comm, smul_mul_smul_comm, h.vuv, smul_smul, h2]
```

In the annihilation proof, `h1` and `h2` are the two vanishing coefficients, `collect` assembles them, and `kill` treats one generator on both sides. Exchange handles the other.

```lean
/-- For `δ² ≠ 1` the Jones-Wenzl element is annihilated by both generators from both sides. -/
theorem jonesWenzl_annihilates {δ : K} {U V : A} (h : TemperleyLieb δ U V)
    (hδ : δ ^ 2 ≠ 1) :
    (U * jonesWenzl δ U V = 0 ∧ jonesWenzl δ U V * U = 0) ∧
      (V * jonesWenzl δ U V = 0 ∧ jonesWenzl δ U V * V = 0) := by
  have hd : (δ ^ 2 - 1) * (δ ^ 2 - 1)⁻¹ = 1 := mul_inv_cancel₀ (sub_ne_zero.mpr hδ)
  -- the two coefficients that have to cancel
  have h1 : 1 - δ / (δ ^ 2 - 1) * δ + 1 / (δ ^ 2 - 1) = 0 := by
    linear_combination -hd
  have h2 : 1 / (δ ^ 2 - 1) * δ - δ / (δ ^ 2 - 1) = 0 := by ring
  have collect : ∀ X Y : A, X - (δ / (δ ^ 2 - 1)) • (δ • X + Y)
      + (1 / (δ ^ 2 - 1)) • (X + δ • Y) = 0 := by
    intro X Y
    calc _ = (1 - δ / (δ ^ 2 - 1) * δ + 1 / (δ ^ 2 - 1)) • X
          + (1 / (δ ^ 2 - 1) * δ - δ / (δ ^ 2 - 1)) • Y := by module
      _ = 0 := by rw [h1, h2, zero_smul, zero_smul, add_zero]
  have kill : ∀ X Y : A, TemperleyLieb δ X Y →
      X * jonesWenzl δ X Y = 0 ∧ jonesWenzl δ X Y * X = 0 := by
    intro X Y hXY
    have h3 : X * (X * Y) = δ • (X * Y) := by rw [← mul_assoc, hXY.uu, smul_mul_assoc]
    have h4 : X * (Y * X) = X := by rw [← mul_assoc, hXY.uvu]
    constructor
    · rw [jonesWenzl, mul_add, mul_sub, mul_one, mul_smul_comm, mul_smul_comm, mul_add,
        mul_add, hXY.uu, h3, h4, add_comm (δ • (X * Y)) X]
      exact collect X (X * Y)
    · rw [jonesWenzl, add_mul, sub_mul, one_mul, smul_mul_assoc, smul_mul_assoc, add_mul,
        add_mul, hXY.uvu, mul_assoc Y X X, hXY.uu, mul_smul_comm]
      exact collect X (Y * X)
  have swap : jonesWenzl δ V U = jonesWenzl δ U V := by
    rw [jonesWenzl, jonesWenzl, add_comm V U, add_comm (V * U) (U * V)]
  have hV := kill V U ⟨h.vv, h.uu, h.vuv, h.uvu⟩
  rw [swap] at hV
  exact ⟨kill U V h, hV⟩
```

The lemma `fix` says that P acts as the identity on elements killed by U and V. Applied to P itself, it gives idempotence.

```lean
/-- For `δ² ≠ 1` the Jones-Wenzl element is idempotent, and it fixes exactly the elements
annihilated by both generators. -/
theorem jonesWenzl_projector {δ : K} {U V : A} (h : TemperleyLieb δ U V)
    (hδ : δ ^ 2 ≠ 1) :
    jonesWenzl δ U V * jonesWenzl δ U V = jonesWenzl δ U V ∧
      ∀ x : A, jonesWenzl δ U V * x = x ↔ U * x = 0 ∧ V * x = 0 := by
  obtain ⟨hU, hV⟩ := jonesWenzl_annihilates h hδ
  -- on the common kernel only the identity term survives
  have fix : ∀ x : A, U * x = 0 → V * x = 0 → jonesWenzl δ U V * x = x := by
    intro x hx hy
    simp only [jonesWenzl, add_mul, sub_mul, one_mul, smul_mul_assoc, mul_assoc, hx, hy,
      mul_zero, add_zero, smul_zero, sub_zero]
  refine ⟨fix _ hU.1 hV.1, fun x => ⟨fun hx => ⟨?_, ?_⟩, fun hx => fix x hx.1 hx.2⟩⟩
  · rw [← hx, ← mul_assoc, hU.1, zero_mul]
  · rw [← hx, ← mul_assoc, hV.1, zero_mul]
```

Multiplying the previous example's idempotents by δ = 5/3 gives generators whose P is the projector onto the third coordinate, complementary to the plane found before.

```lean
/-- Two matrices obeying the Temperley-Lieb relations with `δ = 5/3`; their Jones-Wenzl
element is the projector onto the third coordinate. -/
theorem temperleyLieb_witness :
    TemperleyLieb (5 / 3 : ℚ) (!![5 / 3, 0, 0; 0, 0, 0; 0, 0, 0] : Matrix (Fin 3) (Fin 3) ℚ)
      !![3 / 5, 4 / 5, 0; 4 / 5, 16 / 15, 0; 0, 0, 0] ∧
    jonesWenzl (5 / 3 : ℚ) (!![5 / 3, 0, 0; 0, 0, 0; 0, 0, 0] : Matrix (Fin 3) (Fin 3) ℚ)
      !![3 / 5, 4 / 5, 0; 4 / 5, 16 / 15, 0; 0, 0, 0] =
      !![0, 0, 0; 0, 0, 0; 0, 0, 1] := by
  refine ⟨⟨?_, ?_, ?_, ?_⟩, ?_⟩ <;> ext i j <;> fin_cases i <;> fin_cases j <;>
    norm_num [jonesWenzl, Matrix.mul_apply, Fin.sum_univ_succ]

end

end JonesWenzlPair
```

```lean
#print axioms JonesWenzlPair.join_mul_eq_iff
#print axioms JonesWenzlPair.unit_obstruction
#print axioms JonesWenzlPair.TemperleyLieb.idempotentPair
#print axioms JonesWenzlPair.jonesWenzl_projector
```

```
'JonesWenzlPair.join_mul_eq_iff' depends on axioms: [propext, Classical.choice, Quot.sound]
'JonesWenzlPair.unit_obstruction' depends on axioms: [propext, Quot.sound]
'JonesWenzlPair.TemperleyLieb.idempotentPair' depends on axioms: [propext, Classical.choice, Quot.sound]
'JonesWenzlPair.jonesWenzl_projector' depends on axioms: [propext, Classical.choice, Quot.sound]
```
